# Schmidt expansion of the unnormalised two-qutrit state 3 e00 + 2 e11 + e22 and its partial sums

Two three-level sites are in the unnormalised state 3 e00 + 2 e11 + e22, whose Schmidt coefficients are 3, 2 and 1, or 3/√14, 2/√14 and 1/√14 after normalisation. The theorem `schmidt_expansion` states that these coefficients are positive and strictly decreasing, and that the three Schmidt terms add up to the state. It also states that the first term alone is 3 e00 and that the first two add up to 3 e00 + 2 e11. The attempt gives the inequalities to `norm_num` and proves each equality of states by comparing all nine amplitudes with `simp`.

Lean 4 with Mathlib refuses this proof:

```lean
import Mathlib

open Matrix

namespace SchmidtExpansion

noncomputable section

/-- Amplitudes of a state of two three-level sites in the product basis `e_ij`. -/
abbrev State := Fin 3 × Fin 3 → ℂ

/-- The state `a e00 + b e11 + c e22` with real coefficients. -/
def diagState (a b c : ℝ) : State :=
  fun p => if p.1 = p.2 then ((![a, b, c] p.1 : ℝ) : ℂ) else 0

/-- The state `3 e00 + 2 e11 + e22`. -/
def ground : State := diagState 3 2 1

/-- The Schmidt coefficients 3, 2, 1, before normalization. -/
def schmidtCoeff : Fin 3 → ℝ := ![3, 2, 1]

/-- The sum of the first `r` Schmidt terms `s_k e_k ⊗ e_k`. -/
def truncation (r : ℕ) : State := fun p =>
  ∑ k : Fin 3, if k.val < r then
    (schmidtCoeff k : ℂ) * ((Pi.single k 1 : Fin 3 → ℂ) p.1 * (Pi.single k 1 : Fin 3 → ℂ) p.2)
  else 0

/-- The Schmidt coefficients are positive and strictly decreasing, the three Schmidt terms
add up to `3 e00 + 2 e11 + e22`, and the shorter sums are `3 e00` and `3 e00 + 2 e11`. -/
theorem schmidt_expansion :
    (0 < schmidtCoeff 2 ∧ schmidtCoeff 2 < schmidtCoeff 1 ∧ schmidtCoeff 1 < schmidtCoeff 0) ∧
    truncation 3 = ground ∧ truncation 1 = diagState 3 0 0 ∧
    truncation 2 = diagState 3 2 0 := by
  refine ⟨by norm_num [schmidtCoeff], ?_, ?_, ?_⟩ <;>
  · ext ⟨i, j⟩
    fin_cases i <;> fin_cases j <;>
      simp [truncation, ground, diagState, schmidtCoeff, Fin.sum_univ_three, Pi.single_apply]

end

end SchmidtExpansion
```

Messages:

```
Main.lean:34:10: error: unsolved goals
⊢ 0 < ![3, 2, 1] 2 ∧ ![3, 2, 1] 2 < 2
```

This version goes through:

```diff
@@ -32,5 +32,9 @@
     truncation 3 = ground ∧ truncation 1 = diagState 3 0 0 ∧
     truncation 2 = diagState 3 2 0 := by
-  refine ⟨by norm_num [schmidtCoeff], ?_, ?_, ?_⟩ <;>
+  have hs : 0 < schmidtCoeff 2 ∧ schmidtCoeff 2 < schmidtCoeff 1 ∧
+      schmidtCoeff 1 < schmidtCoeff 0 := by
+    change (0 : ℝ) < 1 ∧ (1 : ℝ) < 2 ∧ (2 : ℝ) < 3
+    norm_num
+  refine ⟨hs, ?_, ?_, ?_⟩ <;>
   · ext ⟨i, j⟩
     fin_cases i <;> fin_cases j <;>
```

The error comes from `by norm_num [schmidtCoeff]`, the proof of the inequalities. The goal left over shows how far it got: `schmidtCoeff` was unfolded, the entry at index 1 became 2, and the last inequality, 2 < 3, is gone. The entry at index 2 stayed as `![3, 2, 1] 2` and was never evaluated to 1, so `0 < ![3, 2, 1] 2` and `![3, 2, 1] 2 < 2` remained open. Both are true, but this call did not reduce the vector lookup they contain.

The repair takes that lookup away from `norm_num`. The `change` line restates the goal as 0 < 1, 1 < 2 and 2 < 3 over the reals, which Lean accepts because the entries of the vector are equal to these numbers by definition. `norm_num` then has only numerals to compare. Proving the inequalities beforehand as `hs` and passing `hs` to `refine` is mere tidying, since the same two steps could have stood in the original place.
